# A quadratic bound on the level error of a norm-conserving pseudopotential

Before a pseudopotential is used in a molecule or solid, its logarithmic derivative at a radius $R$ is commonly plotted against energy beside the all-electron one. Curves that stay close around the reference energy $E_0$ are taken as a sign of transferability. The bound below turns that closeness into a level error, for one radial channel with a fixed exterior and an energy window without nodes at $R$.

Call the all-electron level $E_1$ and the pseudo level $E_2$. The construction makes the two logarithmic derivatives agree in value and energy slope at $E_0$. If, on a window containing $E_0$, $E_1$ and $E_2$, their curvatures differ by at most $M$, and the exterior logarithmic derivative $g$ has an energy slope exceeding the all-electron one by at least $m>0$, then

$$|E_1-E_2|\le \frac{M\,(E_2-E_0)^2}{2m}.$$

```lean
import Mathlib

open Set Filter Topology

namespace NormConservingLevelError

noncomputable section
```

## Radial solutions inside the matching radius

In atomic units, with the centrifugal term included in $V$, the radial function $u_E(r)$ at energy $E$ obeys

$$u_E''=2(V-E)\,u_E\quad(0<r<R),\qquad u_E(0)=0 .$$

```lean
/-- Radial solutions `u E r`, jointly continuous in energy and radius, with radial slopes `du E r`
continuous in `r` on `[0, R]`. They vanish at the origin and obey `u'' = 2 (V - E) u` for
`0 < r < R` (atomic units, centrifugal term included in `V`). -/
structure RegularSolutions (V : ℝ → ℝ) (R : ℝ) (u du : ℝ → ℝ → ℝ) : Prop where
  continuous : Continuous fun p : ℝ × ℝ => u p.1 p.2
  slope_continuous : ∀ E, ContinuousOn (du E) (Icc 0 R)
  origin : ∀ E, u E 0 = 0
  slope : ∀ E, ∀ r ∈ Ioo 0 R, HasDerivAt (u E) (du E r) r
  schrodinger : ∀ E, ∀ r ∈ Ioo 0 R, HasDerivAt (du E) (2 * (V r - E) * u E r) r
```

In Lean `u E r` is $u_E(r)$ and `du E r` is its radial slope. The equation is imposed only on the open interval, so $V$ may be singular at the origin. Joint continuity of $u_E(r)$ in energy and radius is assumed, which restricts the normalisation to one that varies continuously with $E$. The radial slope is assumed continuous in $r$ on $[0,R]$, ends included. The potential multiplies $u$ pointwise, which suits a separate potential for each angular momentum but not separable nonlocal projectors.

Two numbers summarise the interior. The first is the logarithmic derivative

$$L_u(E)=\frac{u_E'(R)}{u_E(R)} .$$

```lean
/-- The logarithmic derivative at radius `R` as a function of energy, for `u E R ≠ 0`. -/
def matchingLog (u du : ℝ → ℝ → ℝ) (R E : ℝ) : ℝ := du E R / u E R
```

The second is the norm inside $R$, relative to the squared amplitude there:

$$N_u(E)=\frac{1}{u_E(R)^2}\int_0^R u_E(r)^2\,dr .$$

```lean
/-- The norm inside `R` relative to the squared amplitude at `R`, for `u E R ≠ 0`. -/
def coreNorm (u : ℝ → ℝ → ℝ) (R E : ℝ) : ℝ :=
  (∫ r in (0 : ℝ)..R, u E r ^ 2) / u E R ^ 2
```

Neither changes when $u_E$ is rescaled by a nonzero constant.

## The Wronskian is an overlap

For energies $E$ and $F$, differentiate the Wronskian in $r$. The potential cancels:

$$\frac{d}{dr}\left(u_Eu_F'-u_E'u_F\right)=2(V-F)u_Eu_F-2(V-E)u_Eu_F=2(E-F)\,u_Eu_F .$$

The Wronskian vanishes at the origin, so integration from $0$ to $R$ gives

$$u_E(R)u_F'(R)-u_E'(R)u_F(R)=2(E-F)\int_0^R u_Eu_F\,dr .$$

```lean
/-- The Wronskian at `R > 0` of regular solutions at two energies is twice the energy
difference times their overlap inside `R`. -/
theorem wronskian_identity {V : ℝ → ℝ} {R : ℝ} {u du : ℝ → ℝ → ℝ}
    (h : RegularSolutions V R u du) (hR : 0 < R) (E F : ℝ) :
    u E R * du F R - du E R * u F R
      = 2 * (E - F) * ∫ r in (0 : ℝ)..R, u E r * u F r := by
  have hc : ∀ E, Continuous (u E) := fun E => by
    have h1 : Continuous fun r : ℝ => (E, r) := by fun_prop
    exact h.continuous.comp h1
  -- the potential cancels in the radial derivative of the Wronskian
  have key := intervalIntegral.integral_eq_sub_of_hasDerivAt_of_le hR.le
    (f := fun r => u E r * du F r - du E r * u F r)
    (f' := fun r => 2 * (E - F) * (u E r * u F r))
    (((hc E).continuousOn.mul (h.slope_continuous F)).sub
      ((h.slope_continuous E).mul (hc F).continuousOn))
    (fun r hr => (((h.slope E r hr).fun_mul (h.schrodinger F r hr)).fun_sub
      ((h.schrodinger E r hr).fun_mul (h.slope F r hr))).congr_deriv (by ring))
    ((continuous_const.mul ((hc E).mul (hc F))).intervalIntegrable _ _)
  simp only [intervalIntegral.integral_const_mul, h.origin] at key
  linarith
```

The term `key` is the fundamental theorem of calculus, in a version that needs the derivative only inside the interval. The cancellation of $V$ is the `ring` call.

## The core norm fixes the energy slope

Set $F=E_0$ and divide by $u_E(R)\,u_{E_0}(R)$ and by $E-E_0$:

$$\frac{L_u(E)-L_u(E_0)}{E-E_0}=-2\,\frac{\int_0^R u_Eu_{E_0}\,dr}{u_E(R)\,u_{E_0}(R)} .$$

If $u_{E_0}(R)\neq0$, the right-hand side is continuous at $E_0$, and the limit is

$$L_u'(E_0)=-2N_u(E_0).$$

```lean
/-- If the regular solution does not vanish at `R > 0`, the energy slope of its logarithmic
derivative there is minus twice its relative core norm. -/
theorem hasDerivAt_matchingLog {V : ℝ → ℝ} {R : ℝ} {u du : ℝ → ℝ → ℝ}
    (h : RegularSolutions V R u du) (hR : 0 < R) {E₀ : ℝ} (h0 : u E₀ R ≠ 0) :
    HasDerivAt (matchingLog u du R) (-2 * coreNorm u R E₀) E₀ := by
  rw [hasDerivAt_iff_tendsto_slope]
  have hp : Continuous fun p : ℝ × ℝ => (E₀, p.2) := by fun_prop
  have hI : Continuous fun E => ∫ r in (0 : ℝ)..R, u E r * u E₀ r :=
    intervalIntegral.continuous_parametric_intervalIntegral_of_continuous'
      (f := fun E r => u E r * u E₀ r) (h.continuous.mul (h.continuous.comp hp)) 0 R
  have hu : Continuous fun E => u E R := by
    have h1 : Continuous fun E : ℝ => (E, R) := by fun_prop
    exact h.continuous.comp h1
  have hq : ContinuousAt (fun E => -2 * ((∫ r in (0 : ℝ)..R, u E r * u E₀ r)
      / (u E R * u E₀ R))) E₀ :=
    continuousAt_const.mul (hI.continuousAt.div
      (hu.continuousAt.mul continuousAt_const) (mul_ne_zero h0 h0))
  have e : coreNorm u R E₀ = (∫ r in (0 : ℝ)..R, u E₀ r * u E₀ r)
      / (u E₀ R * u E₀ R) := by simp only [coreNorm, pow_two]
  rw [e]
  refine (hq.tendsto.mono_left nhdsWithin_le_nhds).congr' ?_
  -- the difference quotient is an overlap, by the Wronskian identity
  filter_upwards [self_mem_nhdsWithin,
    (hu.continuousAt.eventually_ne h0).filter_mono nhdsWithin_le_nhds] with E hE hER
  have hne : E - E₀ ≠ 0 := sub_ne_zero.mpr hE
  have w := wronskian_identity h hR E E₀
  have hD := div_mul_cancel₀ (∫ r in (0 : ℝ)..R, u E r * u E₀ r) (mul_ne_zero hER h0)
  rw [slope_def_field]
  simp only [matchingLog]
  rw [eq_div_iff hne, div_sub_div _ _ hER h0, eq_div_iff (mul_ne_zero hER h0)]
  linear_combination (-2 * (E - E₀)) * hD + w
```

Here `hI` is the continuity of the overlap in energy and `hq` that of the whole right-hand side. The `filter_upwards` step restricts to energies near $E_0$, but different from it, where $u_E(R)$ is still nonzero. There the Wronskian identity supplies the difference quotient.

## Two curves that touch at the reference energy

Let $L_1,L_2$ have energy slopes $D_1,D_2$ and curvatures $C_1,C_2$ on a convex window $W$, with $|C_1-C_2|\le M$. If $L_1$ and $L_2$ agree in value and slope at a point $E_0$ of $W$, then

$$|D_1(x)-D_2(x)|\le M|x-E_0| .$$

Move along the segment $x=E_0+t(E-E_0)$ with $0\le t\le1$. The difference $L_1-L_2$ starts at zero, and its rate of change in $t$ is at most $M(E-E_0)^2t$ in absolute value. Integrating over $t$,

$$|L_1(E)-L_2(E)|\le\tfrac12M(E-E_0)^2 .$$

```lean
/-- Two functions of energy with equal value and slope at `E₀`, and curvatures differing by at most
`M` on an energy window containing `E₀`, differ at each `E` in the window by at most
`M (E - E₀)² / 2`. -/
theorem quadratic_agreement {W : Set ℝ} (hW : Convex ℝ W) {L₁ L₂ D₁ D₂ C₁ C₂ : ℝ → ℝ}
    {M E₀ E : ℝ} (h₁ : ∀ x ∈ W, HasDerivAt L₁ (D₁ x) x)
    (h₂ : ∀ x ∈ W, HasDerivAt L₂ (D₂ x) x) (k₁ : ∀ x ∈ W, HasDerivAt D₁ (C₁ x) x)
    (k₂ : ∀ x ∈ W, HasDerivAt D₂ (C₂ x) x) (hM : ∀ x ∈ W, |C₁ x - C₂ x| ≤ M)
    (hE₀ : E₀ ∈ W) (hE : E ∈ W) (hval : L₁ E₀ = L₂ E₀) (hslope : D₁ E₀ = D₂ E₀) :
    |L₁ E - L₂ E| ≤ M * (E - E₀) ^ 2 / 2 := by
  -- the slopes separate at most linearly
  have hD : ∀ x ∈ W, |D₁ x - D₂ x| ≤ M * |x - E₀| := by
    intro x hx
    have := hW.norm_image_sub_le_of_norm_hasDerivWithin_le
      (f := fun x => D₁ x - D₂ x) (f' := fun x => C₁ x - C₂ x) (C := M)
      (fun y hy => ((k₁ y hy).fun_sub (k₂ y hy)).hasDerivWithinAt) hM hE₀ hx
    simpa [hslope] using this
  have hpath : ∀ t ∈ Icc (0 : ℝ) 1, E₀ + t * (E - E₀) ∈ W := fun t ht => by
    simpa only [smul_eq_mul] using hW.add_smul_sub_mem hE₀ hE ht
  have hf : ∀ t ∈ Icc (0 : ℝ) 1,
      HasDerivAt (fun t => L₁ (E₀ + t * (E - E₀)) - L₂ (E₀ + t * (E - E₀)))
        ((D₁ (E₀ + t * (E - E₀)) - D₂ (E₀ + t * (E - E₀))) * (E - E₀)) t := by
    intro t ht
    have hl : HasDerivAt (fun t : ℝ => E₀ + t * (E - E₀)) (E - E₀) t :=
      (((hasDerivAt_id' t).mul_const (E - E₀)).const_add E₀).congr_deriv (one_mul _)
    exact ((h₁ _ (hpath t ht)).fun_sub (h₂ _ (hpath t ht))).comp t hl
  have hb : ∀ t ∈ Ico (0 : ℝ) 1,
      ‖(D₁ (E₀ + t * (E - E₀)) - D₂ (E₀ + t * (E - E₀))) * (E - E₀)‖
        ≤ M * (E - E₀) ^ 2 * t := by
    intro t ht
    have h := hD _ (hpath t (Ico_subset_Icc_self ht))
    rw [add_sub_cancel_left, abs_mul, abs_of_nonneg ht.1] at h
    rw [Real.norm_eq_abs, abs_mul]
    calc _ ≤ M * (t * |E - E₀|) * |E - E₀| := mul_le_mul_of_nonneg_right h (abs_nonneg _)
      _ = M * (E - E₀) ^ 2 * t := by rw [← sq_abs (E - E₀)]; ring
  -- integrate the linear bound along the segment from `E₀` to `E`
  have key := image_norm_le_of_norm_deriv_right_le_deriv_boundary
    (B := fun t => M * (E - E₀) ^ 2 / 2 * (t * t)) (B' := fun t => M * (E - E₀) ^ 2 * t)
    (fun t ht => (hf t ht).continuousAt.continuousWithinAt)
    (fun t ht => (hf t (Ico_subset_Icc_self ht)).hasDerivWithinAt)
    (by simp [hval])
    (fun t => (((hasDerivAt_id' t).fun_mul (hasDerivAt_id' t)).const_mul _).congr_deriv
      (by ring)) hb (right_mem_Icc.mpr zero_le_one)
  simp only [one_mul, mul_one, add_sub_cancel, Real.norm_eq_abs] at key
  exact key
```

The slope bound is `hD`, the rate bound is `hb`, and `key` compares the difference with the function $\tfrac12M(E-E_0)^2t^2$. The curvatures need only exist; their continuity isn't required.

## A steep mismatch pins down the level

Suppose a function $f$ has slope at least $m$ on $W$. For $x<y$ in $W$, the mean value theorem gives a point $c$ between them with

$$f(y)-f(x)=f'(c)(y-x)\ge m(y-x),\qquad\text{so}\qquad |f(x)-f(y)|\ge m|x-y| .$$

```lean
/-- A mismatch function whose energy slope is at least `m` on a window changes by at least
`m` times the distance between two energies of the window. -/
theorem mismatch_lower_bound {W : Set ℝ} (hW : Convex ℝ W) {f f' : ℝ → ℝ} {m x y : ℝ}
    (hd : ∀ z ∈ W, HasDerivAt f (f' z) z) (hm : ∀ z ∈ W, m ≤ f' z)
    (hx : x ∈ W) (hy : y ∈ W) : m * |x - y| ≤ |f x - f y| := by
  have key : ∀ a ∈ W, ∀ b ∈ W, a < b → m * (b - a) ≤ f b - f a := by
    intro a ha b hb hab
    have hs : Icc a b ⊆ W := hW.ordConnected.out ha hb
    obtain ⟨c, hc, hce⟩ := exists_hasDerivAt_eq_slope f f' hab
      (fun z hz => (hd z (hs hz)).continuousAt.continuousWithinAt)
      (fun z hz => hd z (hs (Ioo_subset_Icc_self hz)))
    have := hm c (hs (Ioo_subset_Icc_self hc))
    rwa [hce, le_div_iff₀ (sub_pos.mpr hab)] at this
  rcases lt_trichotomy x y with hlt | heq | hgt
  · rw [abs_sub_comm x y, abs_of_pos (sub_pos.mpr hlt), abs_sub_comm (f x) (f y)]
    exact (key x hx y hy hlt).trans (le_abs_self _)
  · simp [heq]
  · rw [abs_of_pos (sub_pos.mpr hgt)]
    exact (key y hy x hx hgt).trans (le_abs_self _)
```

The ordered case is `key`; the split by `lt_trichotomy` covers either order and the case $x=y$.

## From curve error to level error

Apply this to the mismatch $f=g-L_1$. The levels satisfy $L_1(E_1)=g(E_1)$ and $L_2(E_2)=g(E_2)$, so $f(E_1)=0$ and $f(E_2)=L_2(E_2)-L_1(E_2)$. Therefore

$$m|E_1-E_2|\le|L_1(E_2)-L_2(E_2)|\le\tfrac12M(E_2-E_0)^2 .$$

```lean
/-- Let `L₁`, `L₂` agree in value and slope at `E₀`. On an energy window containing `E₀`, let their
curvatures differ by at most `M` and the slope of `g` exceed that of `L₁` by at least `m > 0`. Then
energies `E₁`, `E₂` in the window with `L₁ E₁ = g E₁` and `L₂ E₂ = g E₂` differ by at most
`M (E₂ - E₀)² / (2 m)`. -/
theorem level_error {W : Set ℝ} (hW : Convex ℝ W) {L₁ L₂ D₁ D₂ C₁ C₂ g g' : ℝ → ℝ}
    {M m E₀ E₁ E₂ : ℝ} (h₁ : ∀ x ∈ W, HasDerivAt L₁ (D₁ x) x)
    (h₂ : ∀ x ∈ W, HasDerivAt L₂ (D₂ x) x) (k₁ : ∀ x ∈ W, HasDerivAt D₁ (C₁ x) x)
    (k₂ : ∀ x ∈ W, HasDerivAt D₂ (C₂ x) x) (hM : ∀ x ∈ W, |C₁ x - C₂ x| ≤ M)
    (hg : ∀ x ∈ W, HasDerivAt g (g' x) x) (hm : 0 < m) (hgap : ∀ x ∈ W, m ≤ g' x - D₁ x)
    (hE₀ : E₀ ∈ W) (hE₁ : E₁ ∈ W) (hE₂ : E₂ ∈ W)
    (hval : L₁ E₀ = L₂ E₀) (hslope : D₁ E₀ = D₂ E₀)
    (hl₁ : L₁ E₁ = g E₁) (hl₂ : L₂ E₂ = g E₂) :
    |E₁ - E₂| ≤ M * (E₂ - E₀) ^ 2 / (2 * m) := by
  have hq := quadratic_agreement hW h₁ h₂ k₁ k₂ hM hE₀ hE₂ hval hslope
  have hs : m * |E₁ - E₂| ≤ |(g E₁ - L₁ E₁) - (g E₂ - L₁ E₂)| :=
    mismatch_lower_bound hW (f := fun x => g x - L₁ x) (f' := fun x => g' x - D₁ x)
      (fun z hz => (hg z hz).fun_sub (h₁ z hz)) hgap hE₁ hE₂
  have e : (g E₁ - L₁ E₁) - (g E₂ - L₁ E₂) = L₁ E₂ - L₂ E₂ := by linarith
  rw [e] at hs
  rw [le_div_iff₀ (by positivity)]
  linarith
```

The hypotheses `hl₁` and `hl₂` say that $E_1$ and $E_2$ are levels; their existence in the window is assumed. The two estimates enter as `hs` and `hq`. The distance on the right is measured from the pseudo level, which is the one a pseudopotential calculation delivers.

## Norm conservation supplies the equal slopes

Now let $u$ be the all-electron family and $w$ the pseudo family. At $E_0$ they agree at $R$ in value and radial slope, and their norms inside $R$ are equal. Hence

$$L_u(E_0)=L_w(E_0),\qquad L_u'(E_0)=-2N_u(E_0)=-2N_w(E_0)=L_w'(E_0).$$

Write $a=N_u'$ and $b=N_w'$ for the energy derivatives of the relative core norms. The two conditions on the window become

$$|2b-2a|\le M,\qquad g'+2N_u\ge m>0,$$

and the level bound follows.

```lean
/-- Let all-electron and pseudo solutions at energy `E₀` share value and radial slope at `R` and the
norm inside `R`, and have no node at `R` on an energy window containing `E₀`. If on the window the
curvatures of their logarithmic derivatives differ by at most `M`, and the energy slope of the
exterior one, `g`, exceeds the all-electron one by at least `m > 0`, then an all-electron level `E₁`
and a pseudo level `E₂` in the window, both matched to `g`, differ by at most
`M (E₂ - E₀)² / (2 m)`. -/
theorem norm_conserving_level_error {V Vps : ℝ → ℝ} {R : ℝ} {u du w dw : ℝ → ℝ → ℝ}
    (hu : RegularSolutions V R u du) (hw : RegularSolutions Vps R w dw) (hR : 0 < R)
    {W : Set ℝ} (hW : Convex ℝ W) {a b g g' : ℝ → ℝ} {M m E₀ E₁ E₂ : ℝ}
    (hu0 : ∀ E ∈ W, u E R ≠ 0) (hw0 : ∀ E ∈ W, w E R ≠ 0)
    (ha : ∀ E ∈ W, HasDerivAt (coreNorm u R) (a E) E)
    (hb : ∀ E ∈ W, HasDerivAt (coreNorm w R) (b E) E)
    (hM : ∀ E ∈ W, |2 * b E - 2 * a E| ≤ M)
    (hg : ∀ E ∈ W, HasDerivAt g (g' E) E) (hm : 0 < m)
    (hgap : ∀ E ∈ W, m ≤ g' E + 2 * coreNorm u R E)
    (hE₀ : E₀ ∈ W) (hE₁ : E₁ ∈ W) (hE₂ : E₂ ∈ W)
    (hval : u E₀ R = w E₀ R) (hslope : du E₀ R = dw E₀ R)
    (hnorm : ∫ r in (0 : ℝ)..R, u E₀ r ^ 2 = ∫ r in (0 : ℝ)..R, w E₀ r ^ 2)
    (hl₁ : matchingLog u du R E₁ = g E₁) (hl₂ : matchingLog w dw R E₂ = g E₂) :
    |E₁ - E₂| ≤ M * (E₂ - E₀) ^ 2 / (2 * m) := by
  -- norm conservation makes the energy slopes equal
  have hN : coreNorm u R E₀ = coreNorm w R E₀ := by simp only [coreNorm, hnorm, hval]
  refine level_error hW (D₁ := fun E => -2 * coreNorm u R E)
    (D₂ := fun E => -2 * coreNorm w R E) (C₁ := fun E => -2 * a E) (C₂ := fun E => -2 * b E)
    (fun E hE => hasDerivAt_matchingLog hu hR (hu0 E hE))
    (fun E hE => hasDerivAt_matchingLog hw hR (hw0 E hE))
    (fun E hE => (ha E hE).const_mul (-2)) (fun E hE => (hb E hE).const_mul (-2))
    (fun E hE => ?_) hg hm (fun E hE => ?_) hE₀ hE₁ hE₂ ?_ ?_ hl₁ hl₂
  · show |-2 * a E - -2 * b E| ≤ M
    rw [show -2 * a E - -2 * b E = 2 * b E - 2 * a E by ring]
    exact hM E hE
  · show m ≤ g' E - -2 * coreNorm u R E
    linarith [hgap E hE]
  · simp only [matchingLog, hval, hslope]
  · show -2 * coreNorm u R E₀ = -2 * coreNorm w R E₀
    rw [hN]
```

The hypotheses `hval`, `hslope` and `hnorm` are the construction conditions at $E_0$, and `hu0` and `hw0` exclude nodes at $R$ throughout the window. The equality `hN` turns norm conservation into equal energy slopes, after which `level_error` is applied with $D_1=-2N_u$ and $C_1=-2a$, and likewise for $w$.

The constant $M$ measures how differently the two core norms respond to a change of energy. The constant $m$ measures how sharply the matching condition selects a level. Both are supplied by the user, as is the differentiability of the core norms. The same $g$ serves both problems, so the environment doesn't relax self-consistently when the potential is replaced.

## A case that attains the bound

Take $L_2=L_1+\tfrac12M(E-E_0)^2$ with $M\ge0$, and $g=L_1+m(E-E_1)$ with $m>0$. Then $L_1(E_1)=g(E_1)$, and the pseudo level condition reads

$$\tfrac12M(E_2-E_0)^2=m(E_2-E_1),\qquad\text{so}\qquad E_2-E_1=\frac{M(E_2-E_0)^2}{2m}.$$

For numbers in atomic units, let $E_0=0$, $M=0.4$, $m=2$, $L_1=-E$ and $E_1=0.099$. Then $L_2=-E+0.2E^2$ and $g=E-0.198$. At $E_2=0.1$ both $L_2$ and $g$ equal $-0.098$, so this is a pseudo level. The error is $0.001$, and the bound is $0.4\times0.01/4=0.001$.

```lean
/-- Let `L₂` exceed `L₁` by exactly `M (E - E₀)² / 2` with `M ≥ 0`, and `g` exceed `L₁` by
`m (E - E₁)` with `m > 0`. Then `E₁` solves `L₁ = g`, and any `E₂` solving `L₂ = g` lies at distance
exactly `M (E₂ - E₀)² / (2 m)` from `E₁`. -/
theorem level_error_sharp {L₁ L₂ g : ℝ → ℝ} {M m E₀ E₁ E₂ : ℝ} (hM : 0 ≤ M) (hm : 0 < m)
    (hL : ∀ E, L₂ E = L₁ E + M / 2 * (E - E₀) ^ 2)
    (hg : ∀ E, g E = L₁ E + m * (E - E₁)) (hl₂ : L₂ E₂ = g E₂) :
    L₁ E₁ = g E₁ ∧ |E₁ - E₂| = M * (E₂ - E₀) ^ 2 / (2 * m) := by
  rw [hL, hg] at hl₂
  have e : E₂ - E₁ = M * (E₂ - E₀) ^ 2 / (2 * m) := by
    rw [eq_div_iff (by positivity)]
    linear_combination -2 * hl₂
  refine ⟨by rw [hg]; ring, ?_⟩
  rw [abs_sub_comm, e, abs_of_nonneg (by positivity)]

end

end NormConservingLevelError
```

The factor $1/2$ in the abstract bound therefore can't be improved. These curves are prescribed directly, without constructing potentials that produce them.

```lean
#print axioms NormConservingLevelError.norm_conserving_level_error
-- 'NormConservingLevelError.norm_conserving_level_error' depends on axioms: [propext, Classical.choice, Quot.sound]
#print axioms NormConservingLevelError.level_error_sharp
-- 'NormConservingLevelError.level_error_sharp' depends on axioms: [propext, Classical.choice, Quot.sound]
```

## An angle instead of a quotient

The matching could also be described by a continuous angle $\theta$ with $\tan\theta=u_E'(R)/u_E(R)$. For a nontrivial solution its energy slope is

$$\frac{d\theta}{dE}=-\frac{2\int_0^R u_E^2\,dr}{u_E(R)^2+u_E'(R)^2},$$

which stays finite at a node. The window could then pass through poles of the logarithmic derivative. In exchange, $M$ and $m$ would refer to angles, and levels would be matched modulo $\pi$.
